# Switching off induced dipoles on chosen sites cannot lower the induction energy for a positive definite response matrix

## Dipoles, field and response matrix

The model is a finite set of linearly polarisable degrees of freedom, labelled by $i, j$ and called sites. Each carries a real induced dipole $\mu_i$ and feels a fixed field $E_i$, for example that of permanent charges, which does not depend on $\mu$. A real matrix $B$ collects the inverse polarisabilities and the dipole–dipole couplings, with the sign fixed by the energy $U(\mu)=\tfrac12\mu^TB\mu-\mu^TE$. A subset $S$ of the sites responds, and the others are frozen, which here always means that their induced dipole is held at zero.

In Lean 4 with Mathlib:

```lean
import Mathlib

open Matrix

namespace FrozenInducedDipoles

noncomputable section

variable {n : Type*} [Fintype n] [DecidableEq n]
```

The type `n` is the finite set of labels. A vector is a function `n → ℝ`, so `E i` is $E_i$, and `Matrix n n ℝ` is a real square matrix with entries `B i j`. One label holds one real number, so for point dipoles in three dimensions a label is a pair of an atom and a Cartesian direction, and freezing an atom removes three labels from $S$.

```lean
/-- Energy `½ μᵀBμ - μᵀE` of dipoles `μ` with response matrix `B` in the field `E`. -/
def dipoleEnergy (B : Matrix n n ℝ) (E μ : n → ℝ) : ℝ :=
  1 / 2 * (μ ⬝ᵥ B *ᵥ μ) - μ ⬝ᵥ E
```

The symbol `⬝ᵥ` is the dot product and `*ᵥ` applies a matrix to a vector, so `μ ⬝ᵥ B *ᵥ μ` is $\mu^TB\mu$. The definition reads
$$U(\mu)=\tfrac12\sum_{i,j}\mu_iB_{ij}\mu_j-\sum_i\mu_iE_i .$$
The quadratic term is the cost of polarising plus the mutual interaction of the dipoles, and the linear term is their interaction with the fixed field.

```lean
/-- Self-consistent induced dipoles `B⁻¹E`. -/
def inducedDipoles (B : Matrix n n ℝ) (E : n → ℝ) : n → ℝ := B⁻¹ *ᵥ E
```

These are the dipoles $\mu^*=B^{-1}E$, which solve the response equation $B\mu^*=E$ when $B$ is invertible. Mathlib assigns the zero matrix to the inverse of a singular matrix, so invertibility has to be established for every matrix inverted below, and positive definiteness supplies it.

```lean
/-- Induction energy `-½ EᵀB⁻¹E`. -/
def inductionEnergy (B : Matrix n n ℝ) (E : n → ℝ) : ℝ := -(1 / 2) * (E ⬝ᵥ B⁻¹ *ᵥ E)
```

The induction energy is $U_{\rm ind}=-\tfrac12E^TB^{-1}E$. With this sign a larger value of $E^TB^{-1}E$ means a lower energy. The definition works for any finite label set, which allows it to be applied to the responding sites alone.

```lean
/-- The block `B_SS` of the response matrix on the responding sites `S`. -/
def block (B : Matrix n n ℝ) (S : Finset n) : Matrix S S ℝ :=
  B.submatrix Subtype.val Subtype.val
```

Here `S : Finset n` is a set of labels. Used as an index type, `S` consists of the labels together with the evidence that they belong to $S$, and `Subtype.val` returns the bare label. The result is the principal submatrix $(B_{SS})_{ij}=B_{ij}$ for $i,j\in S$.

```lean
/-- The components `v_S` of a vector on the responding sites `S`. -/
def restrict (S : Finset n) (v : n → ℝ) : S → ℝ := fun i => v i
```

This is $(v_S)_i=v_i$ for $i\in S$, for any vector $v$ on all sites. The induction energy of the responding sites alone is then $U_S=-\tfrac12E_S^T(B_{SS})^{-1}E_S$, written `inductionEnergy (block B S) (restrict S E)`.

```lean
/-- Dipoles given on `S`, set to zero on all sites outside `S`. -/
def extend (S : Finset n) (μ : S → ℝ) : n → ℝ :=
  fun i => if h : i ∈ S then μ ⟨i, h⟩ else 0
```

For $\mu$ given on $S$ only, the extension $\tilde\mu$ has $\tilde\mu_i=\mu_i$ for $i\in S$ and $\tilde\mu_i=0$ for $i\notin S$. The name `h` in `if h : i ∈ S` is the evidence of membership needed to evaluate $\mu$ at $i$.

```lean
/-- The dipoles `(B_SS)⁻¹E_S` on `S`, and zero on the frozen sites. -/
def frozenDipoles (B : Matrix n n ℝ) (S : Finset n) (E : n → ℝ) : n → ℝ :=
  extend S (inducedDipoles (block B S) (restrict S E))
```

The frozen solution $\mu^S$ equals $(B_{SS})^{-1}E_S$ on $S$ and zero elsewhere. It lives on all sites and can therefore be compared with $\mu^*$.

## Vectors that vanish outside $S$

```lean
/-- Dipoles extended by zero couple only to the components of a vector on `S`. -/
theorem extend_dot (S : Finset n) (μ : S → ℝ) (v : n → ℝ) :
    extend S μ ⬝ᵥ v = μ ⬝ᵥ restrict S v := by
  unfold dotProduct
  calc ∑ i, extend S μ i * v i = ∑ i ∈ S, extend S μ i * v i :=
        (Finset.sum_subset (Finset.subset_univ S)
          (fun i _ hi => by simp [extend, hi])).symm
    _ = ∑ i : S, extend S μ (i : n) * v (i : n) :=
        (Finset.sum_coe_sort S (fun i => extend S μ i * v i)).symm
    _ = ∑ i : S, μ i * restrict S v i := by
        refine Finset.sum_congr rfl fun i _ => ?_
        have h : extend S μ (i : n) = μ i := dif_pos i.2
        exact congrArg (fun t => t * v (i : n)) h
```

A theorem lists its variables and hypotheses before the colon, its claim after it, and its proof after `:=`. The claim is $\tilde\mu^Tv=\mu^Tv_S$, and it follows from dropping zero terms:
$$\sum_i\tilde\mu_iv_i=\sum_{i\in S}\tilde\mu_iv_i=\sum_{i\in S}\mu_i(v_S)_i .$$
The `calc` block is this chain. Its first line uses `Finset.sum_subset` to discard the labels outside $S$, the second rewrites the sum as one over the index type `S`, and the third replaces $\tilde\mu_i$ by $\mu_i$ term by term.

```lean
/-- On dipoles extended by zero the quadratic form of `B` equals that of the block `B_SS`. -/
theorem quad_extend (B : Matrix n n ℝ) (S : Finset n) (μ : S → ℝ) :
    extend S μ ⬝ᵥ B *ᵥ extend S μ = μ ⬝ᵥ block B S *ᵥ μ := by
  have h : restrict S (B *ᵥ extend S μ) = block B S *ᵥ μ := by
    ext i
    show (fun j => B i j) ⬝ᵥ extend S μ = (fun j => block B S i j) ⬝ᵥ μ
    exact (dotProduct_comm _ _).trans ((extend_dot S μ _).trans (dotProduct_comm _ _))
  rw [extend_dot, h]
```

The claim is $\tilde\mu^TB\tilde\mu=\mu^TB_{SS}\mu$, for any matrix $B$. For $i\in S$,
$$(B\tilde\mu)_i=\sum_jB_{ij}\tilde\mu_j=\sum_{j\in S}B_{ij}\mu_j=(B_{SS}\mu)_i ,$$
which is the statement `h`, obtained from `extend_dot` applied to row $i$ of $B$. A second use of `extend_dot` gives $\tilde\mu^T(B\tilde\mu)=\mu^T(B\tilde\mu)_S=\mu^TB_{SS}\mu$.

## The induction energy as a minimum

```lean
/-- For positive definite `B` the dipole energy is the induction energy plus half the
quadratic form of `B` on the deviation from the induced dipoles. -/
theorem completed_square {B : Matrix n n ℝ} (hB : B.PosDef) (E μ : n → ℝ) :
    dipoleEnergy B E μ = inductionEnergy B E +
      1 / 2 * ((μ - inducedDipoles B E) ⬝ᵥ B *ᵥ (μ - inducedDipoles B E)) := by
  have hdet : IsUnit B.det := (Matrix.isUnit_iff_isUnit_det B).1 hB.isUnit
  have hT : Bᵀ = B := by
    have h := hB.1.eq
    rwa [conjTranspose_eq_transpose_of_trivial] at h
  have hsym : ∀ x y : n → ℝ, x ⬝ᵥ B *ᵥ y = y ⬝ᵥ B *ᵥ x := by
    intro x y
    rw [dotProduct_mulVec, ← mulVec_transpose, hT, dotProduct_comm]
  -- the induced dipoles solve the response equation
  have hE : B *ᵥ inducedDipoles B E = E := by
    unfold inducedDipoles
    rw [mulVec_mulVec, mul_nonsing_inv _ hdet, one_mulVec]
  have h2 : E ⬝ᵥ B⁻¹ *ᵥ E = inducedDipoles B E ⬝ᵥ E := dotProduct_comm _ _
  unfold dipoleEnergy inductionEnergy
  rw [mulVec_sub, sub_dotProduct, dotProduct_sub, dotProduct_sub,
    hsym (inducedDipoles B E) μ, hE, h2]
  ring
```

The hypothesis `hB : B.PosDef` says that $B$ is symmetric and that $x^TBx>0$ for every vector $x\ne0$. It is assumed and not derived from a geometry or from polarisabilities. Physically it is the stability of the polarisable system: no pattern of dipoles can form spontaneously at zero or negative energy cost, which excludes the polarisation catastrophe. The claim is
$$U(\mu)=U_{\rm ind}+\tfrac12(\mu-\mu^*)^TB(\mu-\mu^*).$$
To derive it, expand the quadratic form, use symmetry to write $\mu^{*T}B\mu=\mu^TB\mu^*$, and insert $B\mu^*=E$:
$$(\mu-\mu^*)^TB(\mu-\mu^*)=\mu^TB\mu-\mu^TB\mu^*-\mu^{*T}B\mu+\mu^{*T}B\mu^*=\mu^TB\mu-2\mu^TE+\mu^{*T}E .$$
Half of this is $U(\mu)+\tfrac12\mu^{*T}E$, and $U_{\rm ind}=-\tfrac12\mu^{*T}E$ cancels the last term. In the proof, each `have` records an intermediate fact. Invertibility is `hdet`, symmetry is `hT` for the matrix and `hsym` in the form $x^TBy=y^TBx$, the response equation is `hE`, and `h2` is $E^TB^{-1}E=\mu^{*T}E$. The final `rw` carries out the expansion and the substitutions, and `ring` checks the remaining polynomial identity between the dot products.

```lean
/-- For positive definite `B` the induction energy bounds the dipole energy from below,
with equality exactly at the induced dipoles. -/
theorem variational {B : Matrix n n ℝ} (hB : B.PosDef) (E μ : n → ℝ) :
    inductionEnergy B E ≤ dipoleEnergy B E μ ∧
      (dipoleEnergy B E μ = inductionEnergy B E ↔ μ = inducedDipoles B E) := by
  have hpos : ∀ x : n → ℝ, x ≠ 0 → 0 < x ⬝ᵥ B *ᵥ x := by
    intro x hx
    simpa only [star_trivial] using hB.dotProduct_mulVec_pos hx
  have hsq := completed_square hB E μ
  by_cases h : μ = inducedDipoles B E
  · have h0 : μ - inducedDipoles B E = 0 := sub_eq_zero.2 h
    rw [h0, zero_dotProduct] at hsq
    exact ⟨by linarith, fun _ => h, fun _ => by linarith⟩
  · have hp := hpos _ (sub_ne_zero.2 h)
    refine ⟨by linarith, fun he => ?_, fun he => absurd he h⟩
    exfalso
    linarith
```

The symbols `∧` and `↔` mean "and" and "if and only if". The claim is that $U_{\rm ind}\le U(\mu)$ for every $\mu$, and that $U(\mu)=U_{\rm ind}$ exactly when $\mu=\mu^*$. The argument splits into two cases, as `by_cases` does. If $\mu=\mu^*$, the quadratic term of the completed square vanishes and $U(\mu)=U_{\rm ind}$. If $\mu\neq\mu^*$, then $\mu-\mu^*\ne0$, the quadratic term is strictly positive by `hpos`, and $U(\mu)>U_{\rm ind}$, so equality is impossible. The tactic `linarith` draws such conclusions from linear combinations of known equations and inequalities. Mathlib states positivity with a complex conjugate, and `star_trivial` removes it for real vectors.

## The constrained minimum

```lean
/-- The block `B_SS` of a positive definite response matrix is positive definite. -/
theorem block_posDef {B : Matrix n n ℝ} (hB : B.PosDef) (S : Finset n) :
    (block B S).PosDef := by
  refine posDef_iff_dotProduct_mulVec.2 ⟨hB.1.submatrix _, ?_⟩
  intro x hx
  have hx' : extend S x ≠ 0 := by
    intro h0
    apply hx
    funext i
    have h : extend S x (i : n) = x i := dif_pos i.2
    exact h.symm.trans (congrFun h0 i)
  rw [star_trivial, ← quad_extend]
  simpa only [star_trivial] using hB.dotProduct_mulVec_pos hx'
```

The block $B_{SS}$ inherits positive definiteness. It is symmetric because it is a principal submatrix of a symmetric matrix, which is `hB.1.submatrix _`. For $x\ne0$ on $S$ the extension $\tilde x$ is nonzero, since it agrees with $x$ on $S$; this is `hx'`. Then
$$x^TB_{SS}x=\tilde x^TB\tilde x>0$$
by `quad_extend` and the positivity of $B$. Hence $B_{SS}$ is invertible and `variational` applies to it.

```lean
/-- The induction energy of the block `S` is the dipole energy at the frozen dipoles, and it
bounds from below the dipole energy of all dipoles that vanish outside `S`. -/
theorem frozen_minimum {B : Matrix n n ℝ} (hB : B.PosDef) (S : Finset n) (E : n → ℝ) :
    dipoleEnergy B E (frozenDipoles B S E) = inductionEnergy (block B S) (restrict S E) ∧
      ∀ μ : n → ℝ, (∀ i, i ∉ S → μ i = 0) →
        inductionEnergy (block B S) (restrict S E) ≤ dipoleEnergy B E μ := by
  have hS := block_posDef hB S
  have hext : ∀ ν : S → ℝ,
      dipoleEnergy B E (extend S ν) = dipoleEnergy (block B S) (restrict S E) ν := by
    intro ν
    unfold dipoleEnergy
    rw [quad_extend, extend_dot]
  refine ⟨(hext _).trans ((variational hS _ _).2.2 rfl), fun μ hμ => ?_⟩
  -- dipoles vanishing outside `S` are the extension of their restriction
  have hμ' : extend S (restrict S μ) = μ := by
    funext i
    by_cases h : i ∈ S
    · simp [extend, restrict, h]
    · simp [extend, h, hμ i h]
  have h1 := hext (restrict S μ)
  rw [hμ'] at h1
  rw [h1]
  exact (variational hS _ _).1
```

There are two claims: $U(\mu^S)=U_S$, and $U_S\le U(\mu)$ for every $\mu$ with $\mu_i=0$ for all $i\notin S$. Together they say that $U_S$ is the minimum of the full energy $U$ over dipoles that vanish on the frozen sites, and that it is reached at $\mu^S$. For a vector $\nu$ on $S$, the two identities for extended vectors give
$$U(\tilde\nu)=\tfrac12\nu^TB_{SS}\nu-\nu^TE_S ,$$
the dipole energy of the block problem, which is `hext`. At $\nu=(B_{SS})^{-1}E_S$ the right side equals $U_S$ by the equality case of `variational` for the block. In `(variational hS _ _).2.2 rfl`, the first `.2` selects the second half of the conjunction and the next `.2` the right-to-left direction of the equivalence. For the bound, a $\mu$ that vanishes outside $S$ is the extension of its own restriction $\mu_S$, which is `hμ'`. So $U(\mu)$ is the block energy of $\mu_S$, and this is at least $U_S$.

```lean
/-- The induction energy of the block `S` equals the full induction energy plus half the
quadratic form of `B` on the difference between frozen and fully induced dipoles. -/
theorem freezing_gap {B : Matrix n n ℝ} (hB : B.PosDef) (S : Finset n) (E : n → ℝ) :
    inductionEnergy (block B S) (restrict S E) = inductionEnergy B E +
      1 / 2 * ((frozenDipoles B S E - inducedDipoles B E) ⬝ᵥ
        B *ᵥ (frozenDipoles B S E - inducedDipoles B E)) :=
  (frozen_minimum hB S E).1.symm.trans (completed_square hB E _)
```

The energy cost of freezing is given exactly:
$$U_S-U_{\rm ind}=\tfrac12(\mu^S-\mu^*)^TB(\mu^S-\mu^*).$$
It follows by evaluating the completed square at $\mu=\mu^S$ and replacing $U(\mu^S)$ by $U_S$; `.symm.trans` chains these two equations. The cost is quadratic in the difference between the frozen and the fully relaxed dipoles. That difference includes both the dipoles removed outside $S$ and the readjustment of the dipoles inside $S$.

## The bound and its equality case

```lean
/-- For positive definite `B`, `E_Sᵀ(B_SS)⁻¹E_S ≤ EᵀB⁻¹E`, with equality if and only if
`B⁻¹E` vanishes on every site outside `S`. -/
theorem freezing_bound {B : Matrix n n ℝ} (hB : B.PosDef) (S : Finset n) (E : n → ℝ) :
    restrict S E ⬝ᵥ (block B S)⁻¹ *ᵥ restrict S E ≤ E ⬝ᵥ B⁻¹ *ᵥ E ∧
      (restrict S E ⬝ᵥ (block B S)⁻¹ *ᵥ restrict S E = E ⬝ᵥ B⁻¹ *ᵥ E ↔
        ∀ i, i ∉ S → (B⁻¹ *ᵥ E) i = 0) := by
  obtain ⟨hval, hmin⟩ := frozen_minimum hB S E
  obtain ⟨hle, heq⟩ := variational hB E (frozenDipoles B S E)
  rw [hval] at hle heq
  have hd : dipoleEnergy B E (inducedDipoles B E) = inductionEnergy B E :=
    (variational hB E _).2.2 rfl
  unfold inductionEnergy at hle heq hmin hd
  refine ⟨by linarith, fun h => ?_, fun h => ?_⟩
  · -- equal energies force the two minimisers to agree
    have h1 : frozenDipoles B S E = inducedDipoles B E := heq.1 (by rw [h])
    intro i hi
    have h2 : frozenDipoles B S E i = 0 := by simp [frozenDipoles, extend, hi]
    exact (congrFun h1 i).symm.trans h2
  · -- the full solution is admissible in the constrained problem
    have h1 := hmin (inducedDipoles B E) h
    linarith
```

For positive definite $B$, any subset $S$ and any field $E$,
$$E_S^T(B_{SS})^{-1}E_S\le E^TB^{-1}E ,$$
with equality if and only if $(B^{-1}E)_i=0$ for every $i\notin S$. Multiplying by $-\tfrac12$ reverses the inequality and gives $U_S\ge U_{\rm ind}$: freezing cannot lower the induction energy.

The inequality compares two minima of the same function. The frozen dipoles are one trial vector among all, so
$$U_{\rm ind}\le U(\mu^S)=U_S .$$
In the proof, `hval` is $U(\mu^S)=U_S$, `hle` and `heq` are the two halves of `variational` at $\mu^S$, and after `rw [hval]` the statement `hle` reads $U_{\rm ind}\le U_S$. Unfolding the definition exposes the factor $-\tfrac12$, and `linarith` removes it.

Suppose equality holds. Then $U(\mu^S)=U_{\rm ind}$, and since the minimum of $U$ is reached only at $\mu^*$, we have $\mu^S=\mu^*$, which is `h1` in the first branch. As $\mu^S_i=0$ for $i\notin S$ by construction (`h2`), also $\mu^*_i=0$ there.

Conversely, suppose $\mu^*$ vanishes outside $S$. Then it is one of the vectors over which the constrained minimum is taken, so `hmin` gives $U_S\le U(\mu^*)$, and `hd` gives $U(\mu^*)=U_{\rm ind}$. With $U_{\rm ind}\le U_S$ the two energies are equal.

The equality condition concerns the induced dipoles $B^{-1}E$ and not the field, because off-diagonal entries of $B^{-1}$ can give a dipole to a site where $E_i=0$. The statement includes the extreme subsets. For empty $S$ the left side is an empty sum, and the theorem reads $0\le E^TB^{-1}E$ with equality exactly when $B^{-1}E=0$. For $S$ equal to all sites the condition is vacuous and equality holds.

In a polarisable force field, or in polarisable embedding with the electron density of the quantum part held fixed, where only some of the polarisable sites are allowed to respond, the computed induction energy is an upper bound to the fully polarisable one, provided the model is finite and linear, $B$ is positive definite, the entries of $B$ and $E$ on $S$ are left unchanged, and the energy is evaluated as $-\tfrac12E^TB^{-1}E$, that is, with the response equation solved exactly and with the same field $E$ inducing the dipoles and entering the energy. If a different field $E'$ is used in the energy, the bound can fail: for $B$ the $2\times2$ identity, $E=(1,1)$ and $E'=(1,-1)$, the quantity $-\tfrac12E'^TB^{-1}E$ is $0$ with both sites responding and $-\tfrac12$ with only the first. Dipoles held at nonzero values, a field or polarisabilities that are refitted after freezing, and nonlinear response are not treated.

## Nested regions and a single site

```lean
/-- For nested sets of responding sites `S ⊆ T`, the induction energy of the block `T` is at
most that of the block `S`. -/
theorem freezing_nested {B : Matrix n n ℝ} (hB : B.PosDef) {S T : Finset n} (hST : S ⊆ T)
    (E : n → ℝ) :
    inductionEnergy (block B T) (restrict T E) ≤ inductionEnergy (block B S) (restrict S E) := by
  rw [← (frozen_minimum hB S E).1]
  refine (frozen_minimum hB T E).2 _ fun i hi => ?_
  have hi' : i ∉ S := fun h => hi (hST h)
  simp [frozenDipoles, extend, hi']
```

For a second subset $T$ with $S\subseteq T$, which is the hypothesis `hST`, the claim is $U_T\le U_S$, where $U_T=-\tfrac12E_T^T(B_{TT})^{-1}E_T$. Enlarging the responding region never raises the induction energy. A label outside $T$ is also outside $S$, which is `hi'`, so $\mu^S$ vanishes outside $T$ and is admissible in the constrained problem for $T$. Therefore
$$U_T\le U(\mu^S)=U_S .$$
The first line of the proof rewrites $U_S$ as $U(\mu^S)$, and the second applies the lower bound of `frozen_minimum` for $T$. The theorem gives the inequality only, with no condition for equality.

```lean
/-- Single responding site: `E_i² / B_ii ≤ EᵀB⁻¹E` for positive definite `B`. -/
theorem single_site_bound {B : Matrix n n ℝ} (hB : B.PosDef) (E : n → ℝ) (i : n) :
    E i ^ 2 / B i i ≤ E ⬝ᵥ B⁻¹ *ᵥ E := by
  have hii : B i i ≠ 0 := ne_of_gt hB.diag_pos
  have hrow : ∀ t : ℝ, (B *ᵥ Pi.single i t) i = B i i * t := by
    intro t
    simp [Matrix.mulVec, dotProduct_single]
  have h := (variational hB E (Pi.single i (E i / B i i))).1
  unfold inductionEnergy dipoleEnergy at h
  rw [single_dotProduct, single_dotProduct, hrow] at h
  have h1 : E i / B i i * (B i i * (E i / B i i)) = E i ^ 2 / B i i := by field_simp
  have h2 : E i / B i i * E i = E i ^ 2 / B i i := by ring
  rw [h1, h2] at h
  linarith

end

end FrozenInducedDipoles
```

```lean
#print axioms FrozenInducedDipoles.variational
#print axioms FrozenInducedDipoles.freezing_gap
#print axioms FrozenInducedDipoles.freezing_nested
#print axioms FrozenInducedDipoles.single_site_bound
```

```
'FrozenInducedDipoles.variational' depends on axioms: [propext, Classical.choice, Quot.sound]
'FrozenInducedDipoles.freezing_gap' depends on axioms: [propext, Classical.choice, Quot.sound]
'FrozenInducedDipoles.freezing_nested' depends on axioms: [propext, Classical.choice, Quot.sound]
'FrozenInducedDipoles.single_site_bound' depends on axioms: [propext, Classical.choice, Quot.sound]
```

For every label $i$ the claim is $E_i^2/B_{ii}\le E^TB^{-1}E$. The proof uses a trial vector directly and does not pass through `block`. The expression `Pi.single i t` is the vector with the real number $t$ at label $i$ and zero elsewhere. Its energy is $\tfrac12B_{ii}t^2-tE_i$, because component $i$ of $B$ applied to it is $B_{ii}t$, which is `hrow`. The diagonal entry $B_{ii}$ is positive by `hB.diag_pos`, so one may choose $t=E_i/B_{ii}$. Then $t\,(B_{ii}t)=E_i^2/B_{ii}$ and $tE_i=E_i^2/B_{ii}$, which are `h1` and `h2`, and the energy is $-\tfrac12E_i^2/B_{ii}$. The bound from `variational` becomes
$$-\tfrac12E^TB^{-1}E\le-\tfrac12\frac{E_i^2}{B_{ii}} ,$$
and multiplying by $-2$ gives the claim. If $B_{ii}=1/\alpha_i$ for a scalar polarisability $\alpha_i$, the right side is $-\tfrac12\alpha_iE_i^2$, the induction energy of one dipole component responding alone to its fixed field.
